# The antisymmetriser is a Hermitian projector whose matrix elements between product states are overlap determinants over N!

## Two particles

Take two particles with one-particle space C^d, and vectors v₁, v₂ in it. Antisymmetrising their product means averaging over the two orderings, with a minus sign for the exchange:

A(v₁ ⊗ v₂) = ½ (v₁ ⊗ v₂ − v₂ ⊗ v₁).

The overlap with another product u₁ ⊗ u₂ is

⟨u₁ ⊗ u₂, A(v₁ ⊗ v₂)⟩ = ½ (⟨u₁,v₁⟩⟨u₂,v₂⟩ − ⟨u₁,v₂⟩⟨u₂,v₁⟩).

The bracket is the determinant of the 2 × 2 matrix with entries ⟨u_i,v_j⟩. If v₂ is a multiple of v₁, the two orderings cancel and A(v₁ ⊗ v₂) = 0.

## The derivation for N particles

Let ψ(x) be the amplitude of an N-particle state on the basis product labelled by x = (x₁, …, x_N), where each x_i is one of d levels. For a permutation σ of the N factors define

(P_σ ψ)(x) = ψ(x∘σ),  A = (1/N!) Σ_σ sgn(σ) P_σ.

These operators compose as P_τ P_σ = P_τσ. Since sgn(σ) = sgn(τ) sgn(τσ), and τσ runs over the whole group when σ does,

P_τ A = (1/N!) Σ_σ sgn(σ) P_τσ = sgn(τ) A.

Multiplying by sgn(τ) and averaging over τ gives A² = A.

For Hermiticity, substitute y = x∘σ in the scalar product:

⟨φ, P_σ ψ⟩ = Σ_x conj(φ(x)) ψ(x∘σ) = Σ_y conj(φ(y∘σ⁻¹)) ψ(y) = ⟨P_σ⁻¹ φ, ψ⟩.

The adjoint of P_σ is therefore the operator of the inverse permutation. A permutation and its inverse have the same real sign, so taking the adjoint only reorders the sum that defines A.

Now let U = u₁ ⊗ … ⊗ u_N and V = v₁ ⊗ … ⊗ v_N, and write S(i,j) = ⟨u_i,v_j⟩. The amplitude of P_σ V at x is the product over i of v_i(x_σ(i)). Collecting the factors by position shows that P_σ V is again a product state, with the vector numbered σ⁻¹(i) in position i. Overlaps of product states factorise, because a sum over all tuples x of a product of one-index terms is the product of the separate sums. Hence

⟨U, P_σ V⟩ = ∏_i S(i, σ⁻¹(i)) = ∏_j S(σ(j), j),

where the last step sets i = σ(j). Summing with signs produces the Leibniz formula:

⟨U, A V⟩ = (1/N!) Σ_σ sgn(σ) ∏_j S(σ(j), j) = det S / N!.

Finally, put u = v and call the overlap matrix G. Because A is a Hermitian idempotent,

‖A V‖² = ⟨V, A V⟩ = det G / N!.

If M is the matrix with columns v_i, then G = M†M. Its determinant vanishes exactly when G c = 0 for some c ≠ 0. Since c†G c = ‖M c‖², this is the same as M c = Σ_i c_i v_i = 0. So A V ≠ 0 exactly when the v_i are linearly independent.

For orthonormal v_i the norm of A V is 1/√N!, and the normalised Slater determinant is √N! A V. Two such determinants built from different orthonormal sets have overlap det S, which is needed, alongside the Hamiltonian matrix elements, in configuration interaction with mutually non-orthogonal determinants, here within a finite one-particle basis.

## States and operators as amplitude functions

The file opens with the import and the notation for matrices and permutations.

```lean
import Mathlib

open Matrix Equiv
open scoped ComplexOrder

namespace Antisymmetriser

noncomputable section
```

The tensor product is represented by its coordinates. A state is a complex function on index tuples, and `Fin N → Fin d` is the type of those tuples. Lean numbers the factors from 0 to N − 1 where the text above counts from 1 to N. For electrons, d counts spin-orbitals.

```lean
/-- States of `N` distinguishable particles with `d` levels each, given by their amplitudes
on the product basis. -/
abbrev State (N d : ℕ) := (Fin N → Fin d) → ℂ
```

One definition of the scalar product serves both one-particle vectors and N-particle states. It is conjugate-linear on the left and has no metric, so the amplitudes refer to an orthonormal basis; coefficients in overlapping atomic orbitals have to be converted to such a basis before this definition applies, or else the overlap matrix of those orbitals has to be included in the scalar product.

```lean
/-- The scalar product of two amplitude vectors, conjugate-linear in the first. -/
def braket {ι : Type*} [Fintype ι] (φ ψ : ι → ℂ) : ℂ := ∑ x, star (φ x) * ψ x
```

The vectors in a product state need be neither normalised nor orthogonal.

```lean
/-- The product state `v₁ ⊗ ⋯ ⊗ v_N` of one-particle vectors. -/
def productState {N d : ℕ} (v : Fin N → Fin d → ℂ) : State N d := fun x => ∏ i, v i (x i)
```

The sign, an integer unit in Mathlib, is moved into the complex numbers.

```lean
/-- The sign of a permutation as a complex number. -/
def sgn {N : ℕ} (σ : Perm (Fin N)) : ℂ := ((Perm.sign σ : ℤ) : ℂ)
```

The operator P_σ is defined as a linear map. The convention x∘σ is what makes P_τ P_σ equal to P_τσ.

```lean
/-- The operator that permutes the tensor factors. -/
def permute {N d : ℕ} (σ : Perm (Fin N)) : State N d →ₗ[ℂ] State N d where
  toFun ψ := fun x => ψ (x ∘ ⇑σ)
  map_add' _ _ := rfl
  map_smul' _ _ := rfl
```

The antisymmetriser is the signed average, including the factor 1/N!.

```lean
/-- The antisymmetriser: the average of all permutations of the factors, weighted by sign. -/
def antisymmetriser (N d : ℕ) : State N d →ₗ[ℂ] State N d :=
  (N.factorial : ℂ)⁻¹ • ∑ σ : Perm (Fin N), sgn σ • permute σ
```

In the overlap matrix S, rows belong to u and columns to v.

```lean
/-- The matrix of one-particle overlaps `⟨u_i, v_j⟩`. -/
def overlapMatrix {N d : ℕ} (u v : Fin N → Fin d → ℂ) : Matrix (Fin N) (Fin N) ℂ :=
  Matrix.of fun i j => braket (u i) (v j)
```

## Exchange signs and the projector property

The sign squares to one, which is checked for the two possible values.

```lean
variable {N d : ℕ}

/-- The sign of a permutation squares to one. -/
theorem sgn_mul_self (σ : Perm (Fin N)) : sgn σ * sgn σ = 1 := by
  rcases Int.units_eq_one_or (Perm.sign σ) with h | h <;> simp [sgn, h]
```

Permuting a product state permutes its vectors by σ⁻¹. `Fintype.prod_equiv σ` carries out the collection of factors by position.

```lean
/-- Permuting the factors of a product state gives the product state of the permuted
one-particle vectors. -/
theorem permute_productState (σ : Perm (Fin N)) (v : Fin N → Fin d → ℂ) :
    permute σ (productState v) = productState (fun i => v (σ⁻¹ i)) := by
  funext x
  change ∏ i, v i (x (σ i)) = ∏ i, v (σ⁻¹ i) (x i)
  refine Fintype.prod_equiv σ _ _ fun i => ?_
  simp
```

Next comes P_τ A = sgn(τ) A, applied to an arbitrary state. The linear map is taken inside the sum, and `Equiv.mulLeft τ` is the substitution σ → τσ.

```lean
/-- Permuting the particles of an antisymmetrised state multiplies it by the sign of the
permutation. -/
theorem permute_antisymmetriser (τ : Perm (Fin N)) (ψ : State N d) :
    permute τ (antisymmetriser N d ψ) = sgn τ • antisymmetriser N d ψ := by
  simp only [antisymmetriser, LinearMap.smul_apply, LinearMap.sum_apply]
  rw [map_smul, map_sum, smul_comm (sgn τ)]
  congr 1
  rw [Finset.smul_sum]
  -- the group sum is invariant under left multiplication by `τ`
  refine Fintype.sum_equiv (Equiv.mulLeft τ) _ _ fun σ => ?_
  change permute τ (sgn σ • permute σ ψ) = sgn τ • sgn (τ * σ) • permute (τ * σ) ψ
  have hs : sgn (τ * σ) = sgn τ * sgn σ := by simp [sgn]
  rw [hs, smul_smul, ← mul_assoc, sgn_mul_self, one_mul]
  rfl
```

The states left unchanged by A are exactly the totally antisymmetric ones. One direction is the previous theorem. In the other, each of the N! terms of the average equals ψ, so the average does too.

```lean
/-- The antisymmetriser leaves a state unchanged exactly when every permutation of the
particles multiplies that state by its sign. -/
theorem antisymmetriser_eq_self_iff (ψ : State N d) :
    antisymmetriser N d ψ = ψ ↔ ∀ τ : Perm (Fin N), permute τ ψ = sgn τ • ψ := by
  constructor
  · intro h τ
    have e := permute_antisymmetriser τ ψ
    rwa [h] at e
  · intro h
    have hN : (N.factorial : ℂ) ≠ 0 := by exact_mod_cast N.factorial_ne_zero
    -- each of the `N!` terms of the average equals `ψ`
    have hσ : ∀ σ : Perm (Fin N), sgn σ • permute σ ψ = ψ := fun σ => by
      rw [h, smul_smul, sgn_mul_self, one_smul]
    simp only [antisymmetriser, LinearMap.smul_apply, LinearMap.sum_apply]
    rw [Finset.sum_congr rfl fun σ _ => hσ σ, Finset.sum_const, Finset.card_univ,
      Fintype.card_perm, Fintype.card_fin, ← Nat.cast_smul_eq_nsmul ℂ, smul_smul,
      inv_mul_cancel₀ hN, one_smul]
```

Idempotence follows by a slightly different route from the calculation above: Aψ is totally antisymmetric, and A leaves such states unchanged.

```lean
/-- The antisymmetriser is idempotent. -/
theorem antisymmetriser_idempotent :
    antisymmetriser N d ∘ₗ antisymmetriser N d = antisymmetriser N d :=
  LinearMap.ext fun ψ =>
    (antisymmetriser_eq_self_iff _).2 fun τ => permute_antisymmetriser τ ψ
```

## Hermiticity

Linearity of the scalar product on the right turns a matrix element of A into a signed average of matrix elements of permutations.

```lean
/-- A matrix element of the antisymmetriser is the signed average of the matrix elements of
the permutations. -/
theorem braket_antisymmetriser (φ ψ : State N d) :
    braket φ (antisymmetriser N d ψ) =
      (N.factorial : ℂ)⁻¹ * ∑ σ : Perm (Fin N), sgn σ * braket φ (permute σ ψ) := by
  simp only [antisymmetriser, LinearMap.smul_apply, LinearMap.sum_apply, braket,
    Pi.smul_apply, Finset.sum_apply, smul_eq_mul, Finset.mul_sum]
  rw [Finset.sum_comm]
  exact Finset.sum_congr rfl fun σ _ => Finset.sum_congr rfl fun x _ => by ring
```

Hermiticity is stated as ⟨φ, Aψ⟩ = ⟨Aφ, ψ⟩ for all states. In the proof, `hstar` is the conjugate symmetry of the scalar product and `hadj` is the substitution y = x∘σ. The right-hand side is written as the conjugate of ⟨ψ, Aφ⟩, both sides are expanded by the previous lemma, and `Equiv.inv` matches the term of σ with that of σ⁻¹.

```lean
/-- The antisymmetriser is Hermitian. -/
theorem antisymmetriser_hermitian (φ ψ : State N d) :
    braket φ (antisymmetriser N d ψ) = braket (antisymmetriser N d φ) ψ := by
  have hstar : ∀ α β : State N d, star (braket α β) = braket β α := fun α β => by
    simp only [braket, star_sum, star_mul', star_star]
    exact Finset.sum_congr rfl fun x _ => mul_comm _ _
  -- the adjoint of a permutation is the inverse permutation
  have hadj : ∀ σ : Perm (Fin N),
      braket φ (permute σ ψ) = braket (permute σ⁻¹ φ) ψ := fun σ => by
    refine Fintype.sum_equiv (Equiv.arrowCongr σ.symm (Equiv.refl (Fin d))) _ _ fun x => ?_
    change star (φ x) * ψ (x ∘ ⇑σ) = star (φ ((x ∘ ⇑σ) ∘ ⇑σ⁻¹)) * ψ (x ∘ ⇑σ)
    have hx : (x ∘ ⇑σ) ∘ ⇑σ⁻¹ = x := by
      funext i
      simp
    rw [hx]
  rw [← hstar ψ (antisymmetriser N d φ), braket_antisymmetriser, braket_antisymmetriser,
    star_mul', star_inv₀, star_natCast, star_sum]
  congr 1
  refine Fintype.sum_equiv (Equiv.inv (Perm (Fin N))) _ _ fun σ => ?_
  change sgn σ * braket φ (permute σ ψ) = star (sgn σ⁻¹ * braket ψ (permute σ⁻¹ φ))
  have hs : star (sgn σ⁻¹) = sgn σ := by simp [sgn]
  rw [star_mul', hs, hstar, hadj]
```

## The determinant

The factorisation of overlaps rests on `Finset.prod_univ_sum`, which expands a product of sums into a sum over tuples.

```lean
/-- The overlap of two product states is the product of the one-particle overlaps. -/
theorem braket_productState (u v : Fin N → Fin d → ℂ) :
    braket (productState u) (productState v) = ∏ i, braket (u i) (v i) := by
  simp only [braket, productState]
  rw [Finset.prod_univ_sum, Fintype.piFinset_univ]
  refine Finset.sum_congr rfl fun x _ => ?_
  rw [star_prod, Finset.prod_mul_distrib]
```

The determinant formula combines the three preceding facts about matrix elements, permuted products and factorised overlaps. `Matrix.det_apply'` is the Leibniz formula with entries S(σ(j), j), and the last `Fintype.prod_equiv σ` is the relabelling i = σ(j).

```lean
/-- The matrix element of the antisymmetriser between two product states is the determinant
of the one-particle overlaps divided by `N!`. -/
theorem braket_antisymmetriser_productState (u v : Fin N → Fin d → ℂ) :
    braket (productState u) (antisymmetriser N d (productState v)) =
      (overlapMatrix u v).det / (N.factorial : ℂ) := by
  rw [braket_antisymmetriser, Matrix.det_apply', div_eq_inv_mul]
  congr 1
  refine Finset.sum_congr rfl fun σ _ => ?_
  rw [permute_productState, braket_productState]
  change sgn σ * _ = sgn σ * _
  congr 1
  -- relabel the particles to reach the Leibniz formula
  symm
  refine Fintype.prod_equiv σ _ _ fun i => ?_
  simp [overlapMatrix]
```

## Which products survive

The last theorem says which products have a nonzero antisymmetric part. For electrons, whose states are antisymmetric by a physical postulate that is not derived here, two equal vectors are the case excluded by the Pauli principle. Any other linear dependence has the same effect, and for N > d every product is annihilated.

In the proof, `key` shows that A V vanishes exactly when det G does, using the determinant formula in one direction and the squared norm in the other. `hG` is the factorisation G = M†M, and `hM` reads M c as the linear combination Σ_i c_i v_i. Mathlib supplies the two remaining links: a determinant is zero exactly when some nonzero vector is sent to zero, and M†M c = 0 exactly when M c = 0.

```lean
/-- A product state survives antisymmetrisation exactly when its one-particle vectors are linearly
independent. -/
theorem antisymmetriser_productState_ne_zero_iff (v : Fin N → Fin d → ℂ) :
    antisymmetriser N d (productState v) ≠ 0 ↔ LinearIndependent ℂ v := by
  have hN : (N.factorial : ℂ) ≠ 0 := by exact_mod_cast N.factorial_ne_zero
  -- the projected state vanishes exactly when the Gram determinant does
  have key : antisymmetriser N d (productState v) = 0 ↔ (overlapMatrix v v).det = 0 := by
    constructor
    · intro h
      have e := braket_antisymmetriser_productState v v
      have z : braket (productState v) 0 = 0 := by simp [braket]
      rw [h, z] at e
      exact (div_eq_zero_iff.1 e.symm).resolve_right hN
    · intro h
      have hi : antisymmetriser N d (antisymmetriser N d (productState v)) =
          antisymmetriser N d (productState v) :=
        LinearMap.congr_fun antisymmetriser_idempotent (productState v)
      have e : braket (antisymmetriser N d (productState v))
          (antisymmetriser N d (productState v)) = 0 := by
        rw [← antisymmetriser_hermitian, hi, braket_antisymmetriser_productState, h, zero_div]
      exact dotProduct_star_self_eq_zero.1 e
  have hG : overlapMatrix v v = ((Matrix.of v)ᵀ)ᴴ * (Matrix.of v)ᵀ := by
    ext i j
    simp [overlapMatrix, braket, Matrix.mul_apply]
  have hM : ∀ c : Fin N → ℂ, (Matrix.of v)ᵀ *ᵥ c = ∑ i, c i • v i := fun c => by
    funext k
    simp [Matrix.mulVec, dotProduct, Finset.sum_apply, mul_comm]
  rw [ne_eq, key, ← Matrix.exists_mulVec_eq_zero_iff, Fintype.linearIndependent_iff]
  constructor
  · intro h c hc i
    by_contra hi
    exact h ⟨c, fun h0 => hi (by simp [h0]), by
      rw [hG, Matrix.conjTranspose_mul_self_mulVec_eq_zero, hM, hc]⟩
  · rintro h ⟨c, hc0, hc⟩
    rw [hG, Matrix.conjTranspose_mul_self_mulVec_eq_zero, hM] at hc
    exact hc0 (funext (h c hc))

end

end Antisymmetriser
```

```lean
#print axioms Antisymmetriser.braket_antisymmetriser_productState
-- 'Antisymmetriser.braket_antisymmetriser_productState' depends on axioms: [propext, Classical.choice, Quot.sound]
#print axioms Antisymmetriser.antisymmetriser_productState_ne_zero_iff
-- 'Antisymmetriser.antisymmetriser_productState_ne_zero_iff' depends on axioms: [propext, Classical.choice, Quot.sound]
```
